# For an angular momentum $L$ commuting with Pauli operators $s$, $(L\cdot s)^2=L^2-L\cdot s$, which splits a fixed-$l$ space into $j=l\pm\tfrac12$

Take two spins one-half, with Pauli matrices $\sigma_i$ on the first and $\tau_i$ on the second, the index $i=0,1,2$ standing for $x,y,z$; as a factor, $i$ is the imaginary unit. Square $\sigma\cdot\tau=\sum_i\sigma_i\tau_i$. The three diagonal terms are $\sigma_i^2\tau_i^2=1$ each. A mixed term is

$$(\sigma_0\tau_0)(\sigma_1\tau_1)=(\sigma_0\sigma_1)(\tau_0\tau_1)=(i\sigma_2)(i\tau_2)=-\sigma_2\tau_2,$$

and the opposite order gives $(-i\sigma_2)(-i\tau_2)$, which is the same. Hence $(\sigma\cdot\tau)^2=3-2\,\sigma\cdot\tau$. The operator satisfies a quadratic equation with roots $1$ and $-3$, and the matrices

$$\frac{3+\sigma\cdot\tau}{4},\qquad \frac{1-\sigma\cdot\tau}{4}$$

project onto the triplet and the singlet of an exchange-coupled pair.

## The identity for general $L$

The first spin can be replaced by any angular momentum $L=(L_0,L_1,L_2)$, in units of $\hbar$, whose components commute with those of $s=(s_0,s_1,s_2)$, where $s$ obeys the Pauli product relations. Write $K=L\cdot s=\sum_i L_is_i$ and $L^2=\sum_i L_i^2$. Then

$$K^2=L^2-K .$$

If also $L^2=l(l+1)$ with $l\ge0$, the operators

$$P_+=\frac{K+l+1}{2l+1},\qquad P_-=\frac{l-K}{2l+1}$$

are idempotent, annihilate each other in both orders and sum to one. The pair of spins above is $L=\sigma/2$, $s=\tau$, $l=\tfrac12$.

Here $s$ is the Pauli triple and not the spin $S=s/2$, so $K=2\,L\cdot S$. A code that stores $L\cdot S$ has to double it before using these formulas.

## Fixed-$l$ channels in spin-orbit codes

For one electron in a shell of fixed $l$, $P_\pm$ select the parts with $j=l\pm\tfrac12$ without a table of Clebsch–Gordan coefficients. A $j$-dependent pseudopotential with channel strengths $V_\pm$ can then be written as a scalar part plus a spin-orbit part:

$$V_+P_++V_-P_-=\frac{(l+1)V_++lV_-}{2l+1}+\frac{V_+-V_-}{2l+1}\,K .$$

This follows by inserting the definitions of $P_\pm$ and collecting the terms in $K$.

The quadratic identity is also a cheap check on matrices assembled in an orthonormal basis of complete shells on one atom: the norm of $K^2+K-L^2$ should be at rounding level. It is sensitive to sign conventions. If the spin matrices have been complex-conjugated and the orbital ones have not, the imaginary unit in the products $s_is_j$ changes sign, and the result is $K^2=L^2+K$ instead.

At $l=0$ with Hermitian matrices, $\sum_iL_i^2=0$ forces every $L_i$ to vanish. Then $K=0$, $P_+=1$ and $P_-=0$: an $s$ shell has only $j=\tfrac12$, and a loop over both channels must accept an empty lower one.

## From the Pauli products to the two idempotents

Since $L$ and $s$ commute,

$$K^2=\sum_{i,j}L_is_iL_js_j=\sum_{i,j}L_iL_j\,s_is_j .$$

The terms with $i=j$ give $L^2$, because $s_i^2=1$. For the pair $0,1$, use $s_0s_1=is_2$ and $s_1s_0=-is_2$:

$$i(L_0L_1-L_1L_0)s_2=i(iL_2)s_2=-L_2s_2 .$$

The pairs $1,2$ and $2,0$ give $-L_0s_0$ and $-L_1s_1$ in the same way. The sum of the three is $-K$, which proves the identity.

Now let $L^2=l(l+1)$, so that $K^2=l(l+1)-K$. Then

$$KP_+=\frac{K^2+(l+1)K}{2l+1}=\frac{l(l+1)+lK}{2l+1}=lP_+,$$

$$KP_-=\frac{lK-K^2}{2l+1}=\frac{(l+1)K-l(l+1)}{2l+1}=-(l+1)P_- .$$

Adding the definitions gives $P_++P_-=1$. The second relation gives

$$P_+P_-=\frac{KP_-+(l+1)P_-}{2l+1}=0 .$$

Substituting $P_-=1-P_+$ turns this into $P_+-P_+^2=0$, so $P_+$ is idempotent. Then $P_-P_+=P_+-P_+^2=0$, and $P_-^2=(P_++P_-)P_-=P_-$.

To identify the two parts, set $J_i=L_i+s_i/2$. Squaring and using commutation,

$$J^2=\sum_i\left(L_i^2+L_is_i+\tfrac14\right)=L^2+K+\tfrac34 .$$

On $P_+$ this is $l(l+1)+l+\tfrac34=(l+\tfrac12)(l+\tfrac32)$. On $P_-$ it is $l(l+1)-(l+1)+\tfrac34=(l-\tfrac12)(l+\tfrac12)$. These are the values $j(j+1)$ for $j=l+\tfrac12$ and $j=l-\tfrac12$.

## The Lean file

```lean
import Mathlib

open Complex (I)
open scoped Kronecker

namespace SpinOrbitProjectors

noncomputable section

variable {A : Type*} [Ring A] [Algebra ℂ A] {L s : Fin 3 → A} {l : ℝ}

/-- The commutation relations of an angular momentum, in units of ħ. -/
structure IsAngularMomentum (L : Fin 3 → A) : Prop where
  xy : L 0 * L 1 - L 1 * L 0 = I • L 2
  yz : L 1 * L 2 - L 2 * L 1 = I • L 0
  zx : L 2 * L 0 - L 0 * L 2 = I • L 1

/-- The Pauli product relations `sᵢ sⱼ = δᵢⱼ + i εᵢⱼₖ sₖ`, written out. -/
structure IsPauli (s : Fin 3 → A) : Prop where
  sq : ∀ i, s i * s i = 1
  xy : s 0 * s 1 = I • s 2
  yz : s 1 * s 2 = I • s 0
  zx : s 2 * s 0 = I • s 1
  yx : s 1 * s 0 = (-I) • s 2
  zy : s 2 * s 1 = (-I) • s 0
  xz : s 0 * s 2 = (-I) • s 1

/-- The spin-orbit operator `L·s`. -/
def spinOrbit (L s : Fin 3 → A) : A := ∑ i, L i * s i

/-- The squared length `L² = Lx² + Ly² + Lz²`. -/
def casimir (L : Fin 3 → A) : A := ∑ i, L i * L i

/-- The operator `(L·s + l + 1)/(2l + 1)`, for `2l + 1 ≠ 0`. -/
def upper (L s : Fin 3 → A) (l : ℝ) : A :=
  (2 * (l : ℂ) + 1)⁻¹ • (spinOrbit L s + ((l : ℂ) + 1) • (1 : A))

/-- The operator `(l - L·s)/(2l + 1)`, for `2l + 1 ≠ 0`. -/
def lower (L s : Fin 3 → A) (l : ℝ) : A :=
  (2 * (l : ℂ) + 1)⁻¹ • ((l : ℂ) • (1 : A) - spinOrbit L s)

/-- For an angular momentum `L` commuting with Pauli operators `s`,
`(L·s)² = L² - L·s`. -/
theorem spinOrbit_sq (hL : IsAngularMomentum L) (hs : IsPauli s)
    (hc : ∀ i j, L i * s j = s j * L i) :
    spinOrbit L s ^ 2 = casimir L - spinOrbit L s := by
  -- orbital factors move to the left of spin factors
  have key : ∀ i j, L i * s i * (L j * s j) = L i * L j * (s i * s j) := by
    intro i j
    calc L i * s i * (L j * s j) = L i * (s i * L j) * s j := by noncomm_ring
      _ = L i * (L j * s i) * s j := by rw [hc j i]
      _ = L i * L j * (s i * s j) := by noncomm_ring
  -- a commutator of `L` contributes `i² = -1`
  have comm : ∀ X Y Z t : A, X * Y - Y * X = I • Z →
      I • (X * Y * t) - I • (Y * X * t) = -(Z * t) := by
    intro X Y Z t h
    rw [← smul_sub, ← sub_mul, h, smul_mul_assoc, smul_smul, Complex.I_mul_I,
      neg_one_smul]
  have e1 := comm _ _ _ (s 2) hL.xy
  have e2 := comm _ _ _ (s 0) hL.yz
  have e3 := comm _ _ _ (s 1) hL.zx
  simp only [pow_two, spinOrbit, casimir, Fin.sum_univ_three, add_mul, mul_add, key,
    hs.sq, hs.xy, hs.yz, hs.zx, hs.yx, hs.zy, hs.xz, mul_smul_comm, mul_one]
  linear_combination (norm := module) e1 + e2 + e3

/-- For an angular momentum `L` with `L² = l(l+1)` commuting with Pauli operators `s`, `L·s` acts as
`l` on the upper operator and as `-(l+1)` on the lower one. -/
theorem spinOrbit_mul (hL : IsAngularMomentum L) (hs : IsPauli s)
    (hc : ∀ i j, L i * s j = s j * L i)
    (hl2 : casimir L = ((l : ℂ) * (l + 1)) • (1 : A)) :
    spinOrbit L s * upper L s l = (l : ℂ) • upper L s l ∧
    spinOrbit L s * lower L s l = (-((l : ℂ) + 1)) • lower L s l := by
  have hK := spinOrbit_sq hL hs hc
  rw [hl2, pow_two] at hK
  constructor
  · simp only [upper, mul_smul_comm, mul_add, mul_one, hK]
    module
  · simp only [lower, mul_smul_comm, mul_sub, mul_one, hK]
    module

/-- For an angular momentum `L` with `L² = l(l+1)`, `l ≥ 0`, commuting with Pauli
operators `s`, the operators `(L·s+l+1)/(2l+1)` and `(l-L·s)/(2l+1)` are idempotent,
annihilate each other and sum to one. -/
theorem complementary_idempotents (hL : IsAngularMomentum L) (hs : IsPauli s)
    (hc : ∀ i j, L i * s j = s j * L i) (hl : 0 ≤ l)
    (hl2 : casimir L = ((l : ℂ) * (l + 1)) • (1 : A)) :
    IsIdempotentElem (upper L s l) ∧ IsIdempotentElem (lower L s l) ∧
    upper L s l * lower L s l = 0 ∧ lower L s l * upper L s l = 0 ∧
    upper L s l + lower L s l = 1 := by
  have ha : 2 * (l : ℂ) + 1 ≠ 0 := by
    have h : 2 * l + 1 ≠ 0 := by positivity
    exact_mod_cast h
  have hsum : upper L s l + lower L s l = 1 := by
    have h : spinOrbit L s + ((l : ℂ) + 1) • (1 : A) + ((l : ℂ) • (1 : A) - spinOrbit L s)
        = (2 * (l : ℂ) + 1) • (1 : A) := by module
    rw [upper, lower, ← smul_add, h, inv_smul_smul₀ ha]
  -- the eigenvalue relation of the lower operator cancels the factor `L·s + l + 1`
  have hul : upper L s l * lower L s l = 0 := by
    have h := (spinOrbit_mul hL hs hc hl2).2
    rw [upper, smul_mul_assoc, add_mul, h, smul_mul_assoc, one_mul]
    module
  have hlow : lower L s l = 1 - upper L s l := eq_sub_of_add_eq' hsum
  have huu : upper L s l * upper L s l = upper L s l := by
    rw [hlow, mul_sub, mul_one] at hul
    exact (sub_eq_zero.mp hul).symm
  have hlu : lower L s l * upper L s l = 0 := by
    rw [hlow, sub_mul, one_mul, huu, sub_self]
  refine ⟨huu, ?_, hul, hlu, hsum⟩
  change lower L s l * lower L s l = lower L s l
  calc lower L s l * lower L s l
      = (upper L s l + lower L s l) * lower L s l := by rw [add_mul, hul, zero_add]
    _ = lower L s l := by rw [hsum, one_mul]


/-- The sum `J = L + s/2` of orbital and spin angular momentum. -/
def total (L s : Fin 3 → A) : Fin 3 → A := fun i => L i + (1 / 2 : ℂ) • s i

/-- If `L` commutes with the Pauli operators `s`, then `J² = L² + L·s + 3/4`. -/
theorem casimir_total (hs : IsPauli s) (hc : ∀ i j, L i * s j = s j * L i) :
    casimir (total L s) = casimir L + spinOrbit L s + (3 / 4 : ℂ) • (1 : A) := by
  simp only [casimir, total, spinOrbit, Fin.sum_univ_three, add_mul, mul_add,
    smul_mul_assoc, mul_smul_comm, ← hc, hs.sq]
  module

/-- For an angular momentum `L` with `L² = l(l+1)` commuting with Pauli operators `s`,
`J²` acts as `j(j+1)` with `j = l + 1/2` on the upper operator and `j = l - 1/2` on the
lower one. -/
theorem casimir_total_mul (hL : IsAngularMomentum L) (hs : IsPauli s)
    (hc : ∀ i j, L i * s j = s j * L i)
    (hl2 : casimir L = ((l : ℂ) * (l + 1)) • (1 : A)) :
    casimir (total L s) * upper L s l
      = (((l : ℂ) + 1 / 2) * (l + 1 / 2 + 1)) • upper L s l ∧
    casimir (total L s) * lower L s l
      = (((l : ℂ) - 1 / 2) * (l - 1 / 2 + 1)) • lower L s l := by
  obtain ⟨hu, hd⟩ := spinOrbit_mul hL hs hc hl2
  rw [casimir_total hs hc, hl2]
  constructor
  · simp only [add_mul _ _ (upper L s l), hu, smul_mul_assoc, one_mul]
    module
  · simp only [add_mul _ _ (lower L s l), hd, smul_mul_assoc, one_mul]
    module

/-- The Cartesian `l = 1` angular momentum matrices. -/
def orbitalOne : Fin 3 → Matrix (Fin 3) (Fin 3) ℂ :=
  ![!![0, 0, 0; 0, 0, -I; 0, I, 0], !![0, 0, I; 0, 0, 0; -I, 0, 0],
    !![0, -I, 0; I, 0, 0; 0, 0, 0]]

/-- The three Pauli matrices. -/
def pauli : Fin 3 → Matrix (Fin 2) (Fin 2) ℂ :=
  ![!![0, 1; 1, 0], !![0, -I; I, 0], !![1, 0; 0, -1]]

local notation "E₂" => (1 : Matrix (Fin 2) (Fin 2) ℂ)
local notation "E₃" => (1 : Matrix (Fin 3) (Fin 3) ℂ)

/-- The `l = 1` matrices and the Pauli matrices, acting on the two factors of a tensor product,
satisfy the angular momentum and the Pauli relations respectively and commute with each other; the
former have `L² = l(l+1)` with `l = 1`. -/
theorem spinOrbit_witness :
    IsAngularMomentum (fun i => orbitalOne i ⊗ₖ E₂) ∧
    IsPauli (fun i => E₃ ⊗ₖ pauli i) ∧
    (∀ i j, (orbitalOne i ⊗ₖ E₂) * (E₃ ⊗ₖ pauli j)
      = (E₃ ⊗ₖ pauli j) * (orbitalOne i ⊗ₖ E₂)) ∧
    casimir (fun i => orbitalOne i ⊗ₖ E₂)
      = (((1 : ℝ) : ℂ) * ((1 : ℝ) + 1)) • 1 := by
  -- relations on one factor carry over to the tensor product
  have hk : ∀ X Y Z : Matrix (Fin 3) (Fin 3) ℂ, X * Y - Y * X = I • Z →
      (X ⊗ₖ E₂) * (Y ⊗ₖ E₂) - (Y ⊗ₖ E₂) * (X ⊗ₖ E₂) = I • (Z ⊗ₖ E₂) := by
    intro X Y Z h
    rw [← Matrix.mul_kronecker_mul, ← Matrix.mul_kronecker_mul,
      ← Matrix.smul_kronecker, ← h, mul_one]
    ext ⟨a, b⟩ ⟨c, d⟩
    simp only [Matrix.sub_apply, Matrix.kroneckerMap_apply, sub_mul]
  have hp : ∀ (S T U : Matrix (Fin 2) (Fin 2) ℂ) (c : ℂ), S * T = c • U →
      (E₃ ⊗ₖ S) * (E₃ ⊗ₖ T) = c • (E₃ ⊗ₖ U) := by
    intro S T U c h
    rw [← Matrix.mul_kronecker_mul, h, one_mul, Matrix.kronecker_smul]
  refine ⟨⟨hk _ _ _ ?_, hk _ _ _ ?_, hk _ _ _ ?_⟩,
    ⟨fun i => ?_, hp _ _ _ _ ?_, hp _ _ _ _ ?_, hp _ _ _ _ ?_, hp _ _ _ _ ?_,
      hp _ _ _ _ ?_, hp _ _ _ _ ?_⟩, fun i j => ?_, ?_⟩
  iterate 3
    · ext a b
      fin_cases a <;> fin_cases b <;>
        simp [orbitalOne]
  · have h : pauli i * pauli i = 1 := by
      fin_cases i <;> ext a b <;> fin_cases a <;> fin_cases b <;>
        simp [pauli, Matrix.mul_apply, Fin.sum_univ_two]
    rw [← Matrix.mul_kronecker_mul, h, one_mul, Matrix.one_kronecker_one]
  iterate 6
    · ext a b
      fin_cases a <;> fin_cases b <;>
        simp [pauli, Matrix.mul_apply, Fin.sum_univ_two]
  · rw [← Matrix.mul_kronecker_mul, ← Matrix.mul_kronecker_mul]
    simp only [one_mul, mul_one]
  · have h : orbitalOne 0 * orbitalOne 0 + orbitalOne 1 * orbitalOne 1
        + orbitalOne 2 * orbitalOne 2 = (2 : ℂ) • 1 := by
      ext a b
      fin_cases a <;> fin_cases b <;>
        simp [orbitalOne] <;> norm_num
    simp only [casimir, Fin.sum_univ_three, ← Matrix.mul_kronecker_mul, mul_one,
      ← Matrix.add_kronecker]
    rw [h, Matrix.smul_kronecker, Matrix.one_kronecker_one]
    norm_num

end

end SpinOrbitProjectors
```

```lean
#print axioms SpinOrbitProjectors.complementary_idempotents
#print axioms SpinOrbitProjectors.casimir_total_mul
```

```
'SpinOrbitProjectors.complementary_idempotents' depends on axioms: [propext, Classical.choice, Quot.sound]
'SpinOrbitProjectors.casimir_total_mul' depends on axioms: [propext, Classical.choice, Quot.sound]
```

## What the theorems say about your matrices

The operators live in `A`, an arbitrary associative algebra over the complex numbers. Square matrices of any size are one instance, and no basis or inner product is chosen. A triple of operators is a function `Fin 3 → A`, and a number $c$ acting as an operator is written `c • (1 : A)`.

The physics enters through hypotheses:

- `IsAngularMomentum L` contains the three commutators, with $\hbar=1$.
- `IsPauli s` contains the nine products $s_is_j$, which fix both the normalisation $s_i^2=1$ and the sign of the imaginary unit in the mixed products.
- `hc` states that every $L_i$ commutes with every $s_j$, as it does when they act on separate orbital and spin indices.
- `hl2` states that $L^2$ is the number $l(l+1)$ on the whole space, meaning a single value of $l$.

The names `spinOrbit`, `casimir`, `upper`, `lower` and `total` stand for $K$, $L^2$, $P_+$, $P_-$ and $J$.

`spinOrbit_sq` is the quadratic identity and does not use `hl2`, so it holds in a basis that mixes complete $s$, $p$ and $d$ shells. `complementary_idempotents` does use it, and in such a basis it applies shell by shell. The parameter `l` is any nonnegative real number; that it is an integer or half-integer for finite matrices is neither assumed nor derived. The condition `0 ≤ l` serves only to keep $2l+1$ away from zero: at $l=-\tfrac12$ Lean's inverse of zero is zero, both operators vanish, and they no longer sum to one in a nonzero algebra.

Several properties that a code may want have to come from elsewhere. Idempotent does not mean Hermitian, and `A` has no adjoint. When the $L_i$ and $s_i$ are Hermitian matrices, $K$ is Hermitian because the factors commute, and $P_\pm$ are then orthogonal projectors. The theorems give no ranks and do not say that either operator is nonzero. They also say nothing about rounding, or about a truncated basis in which the commutators hold only approximately.

## How the Lean steps match the algebra

In `spinOrbit_sq`, the local statement `key` moves $L_j$ to the left past $s_i$, and `comm` turns a commutator multiplied by $i$ into $-L_ks_k$. The `simp only` call expands the nine products and inserts the Pauli relations. The final `linear_combination` adds the three commutator equations `e1`, `e2` and `e3`, with `module` comparing coefficients.

`spinOrbit_mul` substitutes $K^2=l(l+1)-K$ into $KP_+$ and $KP_-$, and `module` again does the scalar arithmetic. `complementary_idempotents` follows the order of the derivation: `hsum` is completeness, `hul` is $P_+P_-=0$, and `huu` and `hlu` come from writing $P_-$ as $1-P_+$. The closing `calc` gives $P_-^2=P_-$.

`casimir_total` expands $J^2$. It needs commutation and $s_i^2=1$, but not the commutators of $L$. `casimir_total_mul` combines it with the two relations for $K$ to obtain the values of $j(j+1)$.

`spinOrbit_witness` shows that the hypotheses are satisfied by a concrete system: the Cartesian $l=1$ matrices and the Pauli matrices on a six-dimensional tensor product, the space of one electron in a $p$ shell. Its helpers `hk` and `hp` carry relations from one factor to the product space, and the small matrix identities are checked entry by entry.
